# Virial balance along bounded leapfrog orbits at a fixed time step

A particle of unit mass on a line, moved by leapfrog with time step 1 under the spring force $-2x$, can run through the positions $1, 0, -1, 0$ over and over, with velocities $-1, -1, 1, 1$ on the steps that follow them. From the second position on, the squared velocity after the kick plus position times force is $+1, -1, +1, -1, \dots$, so the running total is always 0 or 1 and the average tends to zero, as it does below for any finite set of particles whose leapfrog positions stay bounded.

```lean
import Mathlib

open Filter Topology

namespace DiscreteVirial

noncomputable section

variable {ι E : Type*} [NormedAddCommGroup E] [InnerProductSpace ℝ E]

/-- The leapfrog equations with time step `h` and masses `m i`: positions drift with the current
velocities, then each velocity changes by `h / m i` times the force at step `n + 1`. -/
structure IsLeapfrog (h : ℝ) (m : ι → ℝ) (x u F : ℕ → ι → E) : Prop where
  drift : ∀ n i, x (n + 1) i = x n i + h • u n i
  kick : ∀ n i, u (n + 1) i = u n i + (h / m i) • F (n + 1) i

variable [Fintype ι]

/-- Twice the kinetic energy plus the virial of the forces, both taken at step `n + 1`. -/
def virialTerm (m : ι → ℝ) (x u F : ℕ → ι → E) (n : ℕ) : ℝ :=
  ∑ i, (m i * ‖u (n + 1) i‖ ^ 2 + inner ℝ (x (n + 1) i) (F (n + 1) i))

/-- The sum of position times momentum, with positions one index ahead of velocities. -/
def staggeredVirial (m : ι → ℝ) (x u : ℕ → ι → E) (n : ℕ) : ℝ :=
  ∑ i, m i * inner ℝ (x (n + 1) i) (u n i)

variable {h R : ℝ} {m : ι → ℝ} {x u F : ℕ → ι → E}

/-- In one leapfrog step the staggered virial changes by exactly `h` times the virial term. -/
theorem staggeredVirial_step (hm : ∀ i, m i ≠ 0) (L : IsLeapfrog h m x u F) (n : ℕ) :
    staggeredVirial m x u (n + 1) - staggeredVirial m x u n
      = h * virialTerm m x u F n := by
  unfold staggeredVirial virialTerm
  rw [← Finset.sum_sub_distrib, Finset.mul_sum]
  refine Finset.sum_congr rfl fun i _ => ?_
  -- the drift produces the kinetic term
  have hx : inner ℝ (x (n + 1 + 1) i) (u (n + 1) i)
      = inner ℝ (x (n + 1) i) (u (n + 1) i) + h * ‖u (n + 1) i‖ ^ 2 := by
    rw [L.drift (n + 1) i, inner_add_left, real_inner_smul_left, real_inner_self_eq_norm_sq]
  -- the kick produces the virial of the force
  have hu : inner ℝ (x (n + 1) i) (u (n + 1) i)
      = inner ℝ (x (n + 1) i) (u n i)
        + h / m i * inner ℝ (x (n + 1) i) (F (n + 1) i) := by
    rw [L.kick n i, inner_add_right, real_inner_smul_right]
  have hc : m i * (h / m i) = h := mul_div_cancel₀ h (hm i)
  linear_combination m i * hx + m i * hu + inner ℝ (x (n + 1) i) (F (n + 1) i) * hc

/-- Over `N` steps the accumulated virial terms, times `h`, equal the net change of the
staggered virial. -/
theorem sum_virialTerm (hm : ∀ i, m i ≠ 0) (L : IsLeapfrog h m x u F) (N : ℕ) :
    h * ∑ n ∈ Finset.range N, virialTerm m x u F n
      = staggeredVirial m x u N - staggeredVirial m x u 0 := by
  rw [Finset.mul_sum, ← Finset.sum_range_sub (staggeredVirial m x u) N]
  exact Finset.sum_congr rfl fun n _ => (staggeredVirial_step hm L n).symm

omit [Fintype ι] in
/-- Along a leapfrog orbit confined to radius `R`, every speed is at most `2 R / h`. -/
theorem speed_le (hh : 0 < h) (L : IsLeapfrog h m x u F) (hR : ∀ n i, ‖x n i‖ ≤ R)
    (n : ℕ) (i : ι) : ‖u n i‖ ≤ 2 * R / h := by
  have e : h • u n i = x (n + 1) i - x n i := by
    rw [L.drift n i, add_sub_cancel_left]
  have e2 : h * ‖u n i‖ = ‖x (n + 1) i - x n i‖ := by
    rw [← e, norm_smul, Real.norm_of_nonneg hh.le]
  rw [le_div_iff₀ hh]
  linarith [norm_sub_le (x (n + 1) i) (x n i), hR (n + 1) i, hR n i]

/-- For a confined orbit the staggered virial is bounded uniformly in time. -/
theorem abs_staggeredVirial_le (hh : 0 < h) (hm : ∀ i, 0 < m i)
    (L : IsLeapfrog h m x u F) (hR : ∀ n i, ‖x n i‖ ≤ R) (n : ℕ) :
    |staggeredVirial m x u n| ≤ (∑ i, m i) * (R * (2 * R / h)) := by
  unfold staggeredVirial
  rw [Finset.sum_mul]
  refine (Finset.abs_sum_le_sum_abs _ _).trans (Finset.sum_le_sum fun i _ => ?_)
  rw [abs_mul, abs_of_pos (hm i)]
  refine mul_le_mul_of_nonneg_left ?_ (hm i).le
  exact (abs_real_inner_le_norm _ _).trans
    (mul_le_mul (hR _ _) (speed_le hh L hR n i) (norm_nonneg _)
      ((norm_nonneg _).trans (hR (n + 1) i)))

/-- For a confined orbit the sum of the virial terms over any number of steps is at most
`4 M R² / h²` in absolute value, with `M` the total mass. -/
theorem abs_sum_virialTerm_le (hh : 0 < h) (hm : ∀ i, 0 < m i)
    (L : IsLeapfrog h m x u F) (hR : ∀ n i, ‖x n i‖ ≤ R) (N : ℕ) :
    |∑ n ∈ Finset.range N, virialTerm m x u F n| ≤ 4 * (∑ i, m i) * R ^ 2 / h ^ 2 := by
  have hs := sum_virialTerm (fun i => (hm i).ne') L N
  have a := abs_le.mp (abs_staggeredVirial_le hh hm L hR N)
  have b := abs_le.mp (abs_staggeredVirial_le hh hm L hR 0)
  calc |∑ n ∈ Finset.range N, virialTerm m x u F n|
      = |staggeredVirial m x u N - staggeredVirial m x u 0| / h := by
        rw [← hs, abs_mul, abs_of_pos hh, mul_div_cancel_left₀ _ hh.ne']
    _ ≤ (2 * ((∑ i, m i) * (R * (2 * R / h)))) / h := by
        refine div_le_div_of_nonneg_right (abs_le.mpr ⟨?_, ?_⟩) hh.le
        · linarith [a.1, b.2]
        · linarith [a.2, b.1]
    _ = 4 * (∑ i, m i) * R ^ 2 / h ^ 2 := by ring

/-- Discrete virial theorem: along a leapfrog orbit with bounded positions, the `N`-step
average of twice the kinetic energy plus the virial of the forces tends to zero. -/
theorem leapfrog_virial (hh : 0 < h) (hm : ∀ i, 0 < m i)
    (L : IsLeapfrog h m x u F) (hR : ∀ n i, ‖x n i‖ ≤ R) :
    Tendsto (fun N : ℕ => (∑ n ∈ Finset.range N, virialTerm m x u F n) / (N : ℝ))
      atTop (𝓝 0) := by
  refine squeeze_zero_norm (fun N => ?_)
    (tendsto_const_div_atTop_nhds_zero_nat (4 * (∑ i, m i) * R ^ 2 / h ^ 2))
  rw [Real.norm_eq_abs, abs_div, Nat.abs_cast]
  exact div_le_div_of_nonneg_right (abs_sum_virialTerm_le hh hm L hR N) (Nat.cast_nonneg N)

/-- For harmonic forces `-k x` and bounded positions, the average difference between
`m ‖u‖²` and `k ‖x‖²`, summed over particles, tends to zero at fixed time step. -/
theorem harmonic_virial (k : ι → ℝ) (hh : 0 < h) (hm : ∀ i, 0 < m i)
    (L : IsLeapfrog h m x u (fun n i => -(k i • x n i))) (hR : ∀ n i, ‖x n i‖ ≤ R) :
    Tendsto (fun N : ℕ => (∑ n ∈ Finset.range N,
        ∑ i, (m i * ‖u (n + 1) i‖ ^ 2 - k i * ‖x (n + 1) i‖ ^ 2)) / (N : ℝ))
      atTop (𝓝 0) := by
  refine (leapfrog_virial hh hm L hR).congr fun N => ?_
  simp only [virialTerm, inner_neg_right, real_inner_smul_right,
    real_inner_self_eq_norm_sq, sub_eq_add_neg]

/-- Free flight with velocities `v` is a leapfrog orbit whose average virial term over any
positive number of steps is `∑ m ‖v‖²`. -/
theorem free_flight_average (h : ℝ) (m : ι → ℝ) (v : ι → E) :
    IsLeapfrog h m (fun n i => ((n : ℝ) * h) • v i) (fun _ i => v i) (fun _ _ => 0) ∧
    ∀ N : ℕ, N ≠ 0 →
      (∑ n ∈ Finset.range N, virialTerm m (fun n i => ((n : ℝ) * h) • v i)
        (fun _ i => v i) (fun _ _ => 0) n) / (N : ℝ) = ∑ i, m i * ‖v i‖ ^ 2 := by
  refine ⟨⟨fun n i => ?_, fun n i => ?_⟩, fun N hN => ?_⟩
  · push_cast
    module
  · simp
  · have hN' : (N : ℝ) ≠ 0 := Nat.cast_ne_zero.mpr hN
    simp only [virialTerm, inner_zero_right, add_zero, Finset.sum_const,
      Finset.card_range, nsmul_eq_mul]
    exact mul_div_cancel_left₀ _ hN'

omit [Fintype ι] in
/-- The oscillations `A cos(n θ)` form a leapfrog orbit under spring forces with constants
`2 m (1 - cos θ) / h²`, and their positions are bounded by `|A|`. -/
theorem leapfrog_witness (A : ℝ) (θ : ι → ℝ) (hh : 0 < h) (hm : ∀ i, 0 < m i) :
    IsLeapfrog h m (fun n i => A * Real.cos (n * θ i))
      (fun n i => A * (Real.cos ((n + 1) * θ i) - Real.cos (n * θ i)) / h)
      (fun n i => -((2 * m i * (1 - Real.cos (θ i)) / h ^ 2) •
        (A * Real.cos (n * θ i)))) ∧
    ∀ (n : ℕ) (i : ι), ‖A * Real.cos (n * θ i)‖ ≤ |A| := by
  have hh' := hh.ne'
  refine ⟨⟨fun n i => ?_, fun n i => ?_⟩, fun n i => ?_⟩
  · push_cast
    simp only [smul_eq_mul]
    rw [mul_div_cancel₀ _ hh']
    ring
  · have hmi := (hm i).ne'
    -- three-term recurrence of the cosine
    have hc : Real.cos (((n : ℝ) + 1 + 1) * θ i)
        = 2 * Real.cos (θ i) * Real.cos (((n : ℝ) + 1) * θ i) - Real.cos (n * θ i) := by
      have e1 : ((n : ℝ) + 1 + 1) * θ i = ((n : ℝ) + 1) * θ i + θ i := by ring
      have e2 : (n : ℝ) * θ i = ((n : ℝ) + 1) * θ i - θ i := by ring
      rw [e1, e2, Real.cos_add, Real.cos_sub]
      ring
    push_cast
    simp only [smul_eq_mul]
    rw [hc]
    field_simp
    ring
  · rw [Real.norm_eq_abs, abs_mul]
    exact mul_le_of_le_one_right (abs_nonneg A) (Real.abs_cos_le_one _)

end

end DiscreteVirial
```

```lean
#print axioms DiscreteVirial.leapfrog_virial
#print axioms DiscreteVirial.harmonic_virial
#print axioms DiscreteVirial.free_flight_average
```

```
'DiscreteVirial.leapfrog_virial' depends on axioms: [propext, Classical.choice, Quot.sound]
'DiscreteVirial.harmonic_virial' depends on axioms: [propext, Classical.choice, Quot.sound]
'DiscreteVirial.free_flight_average' depends on axioms: [propext, Classical.choice, Quot.sound]
```

## The quantity that averages to zero

Particle $i$ has mass $m_i$, position $x_i(n)$ and velocity $u_i(n)$, and feels the force $F_i(n)$. With time step $h$, the leapfrog rule is

$$x_i(n+1) = x_i(n) + h\,u_i(n), \qquad u_i(n+1) = u_i(n) + \frac{h}{m_i}F_i(n+1).$$

These are the fields `drift` and `kick` of `IsLeapfrog`. The averaged quantity, `virialTerm`, is

$$W(n) = \sum_i \left( m_i\|u_i(n+1)\|^2 + \langle x_i(n+1), F_i(n+1)\rangle \right),$$

which is twice the kinetic energy plus the virial of the forces. The main theorem, `leapfrog_virial`, assumes $h > 0$, all $m_i > 0$, and a radius $R$ with $\|x_i(n)\| \le R$ for every particle at every step. It concludes that

$$\frac{1}{N}\sum_{n=0}^{N-1} W(n) \longrightarrow 0 \qquad (N \to \infty).$$

The time step is fixed throughout, and the limit is one of long runs.

In the Lean statement, the finite type `ι` labels the particles, and `E` is a real inner-product space, for instance ordinary three-dimensional space. Positions, velocities and forces are all functions `ℕ → ι → E`, and units are not tracked. The hypothesis `hR` is the position bound, measured from the origin of `E`. The convergence is written as `Tendsto` along `atTop` to `𝓝 0`.

## Which velocities and which forces

The velocity $u_i(n)$ carries the particle from $x_i(n)$ to $x_i(n+1)$, so it belongs to the middle of that interval. The kinetic energy in $W(n)$ is therefore a half-step kinetic energy. This convention matters. If the on-step velocity $(u(n)+u(n+1))/2$ is used in the opening example, the squared velocities at successive positions are $1, 0, 1, 0, \dots$, with average $1/2$, while $2x^2$ has average 1. The balance then fails by a finite amount, however long the run.

The forces are arbitrary sequences. They need not come from a potential, be pairwise, or depend on the positions alone, but $F_i$ must be the total force that enters the kick. If walls or a trap confine the particles, their forces belong to the virial. The bound $R$ is assumed and not derived from the forces; physically it stands for a confined system.

For a finite system confined in this way, and in exact arithmetic, a finite leapfrog time step introduces no lasting bias into the balance between half-step kinetic energy and total virial. As a check on a simulation, such a balance can expose a force that enters the kick but is missing from the virial. It cannot show that the time step is small enough or that the force law is right, because it holds for every bounded leapfrog orbit, whatever its forces. Periodic boxes need separate treatment: wrapped coordinates jump and violate the drift equation, while unwrapped coordinates may wander without bound. The file defines neither a pressure nor a stress tensor, and it does not treat rounding errors.

The familiar virial theorem of mechanics concerns continuous trajectories and is often stated as a ratio of average kinetic to average potential energy. The theorem here is about the discrete orbit itself, and it takes no limit $h \to 0$. Nor does it say that the kinetic average and the virial average converge separately; only their sum is controlled.

## One step gives an exact identity

The proof follows the sum of position times momentum, with the position one index ahead of the velocity:

$$G(n) = \sum_i m_i \langle x_i(n+1), u_i(n)\rangle .$$

This is `staggeredVirial`. To find its change over one step, take a single particle and drop its label. The drift equation at step $n+1$ gives

$$\langle x(n+2), u(n+1)\rangle = \langle x(n+1), u(n+1)\rangle + h\|u(n+1)\|^2 ,$$

and the kick equation gives

$$\langle x(n+1), u(n+1)\rangle = \langle x(n+1), u(n)\rangle + \frac{h}{m}\langle x(n+1), F(n+1)\rangle .$$

Add the two equations, cancel the common term and multiply by $m$:

$$m\langle x(n+2), u(n+1)\rangle - m\langle x(n+1), u(n)\rangle = h\left(m\|u(n+1)\|^2 + \langle x(n+1), F(n+1)\rangle\right).$$

Summing over particles yields

$$G(n+1) - G(n) = h\,W(n).$$

No terms of higher order in $h$ have been discarded. The staggering makes this possible, because each of the two updates changes only one factor of the inner product.

The theorem `staggeredVirial_step` carries out the same calculation. Its local facts `hx` and `hu` are the two displayed equations for drift and kick, `hc` says that $m_i(h/m_i) = h$, and `linear_combination` assembles them. Only nonzero masses are needed here, and $h$ may be any real number.

## From the identity to the limit

Adding the identity over $n = 0, \dots, N-1$ makes the intermediate values of $G$ cancel:

$$h\sum_{n=0}^{N-1} W(n) = G(N) - G(0).$$

This is `sum_virialTerm`, where `Finset.sum_range_sub` does the telescoping. In the opening example $G$ takes the values $0, 1, 0, 1, \dots$, which are exactly the running totals.

It remains to bound $G$. Bounded positions already bound the velocities, because $h\,u_i(n) = x_i(n+1) - x_i(n)$ is a difference of two vectors of length at most $R$. By the triangle inequality,

$$\|u_i(n)\| \le \frac{2R}{h},$$

which is `speed_le`. Write $M = \sum_i m_i$ for the total mass. The Cauchy–Schwarz inequality then gives

$$|G(n)| \le \sum_i m_i\,\|x_i(n+1)\|\,\|u_i(n)\| \le \frac{2MR^2}{h}.$$

In `abs_staggeredVirial_le` the Cauchy–Schwarz step is `abs_real_inner_le_norm`, and positivity of the masses allows the bounds to be added with their weights.

The difference $G(N) - G(0)$ is therefore at most $4MR^2/h$ in absolute value. Dividing by $h$ gives

$$\left|\sum_{n=0}^{N-1} W(n)\right| \le \frac{4MR^2}{h^2}$$

for every $N$, which is `abs_sum_virialTerm_le`. For $N \ge 1$, division by $N$ bounds the average by $4MR^2/(h^2N)$, which tends to zero. The final proof of `leapfrog_virial` is this comparison, made by `squeeze_zero_norm`.

The bound is explicit but generous. In the opening example it allows a total of 4, while the actual total never exceeds 1. For small $h$ it can be very loose, since it admits speeds that would carry a particle across the whole region in one step.

## Springs and an explicit orbit

Suppose that each particle feels a harmonic force $F_i(n) = -k_i x_i(n)$. Then $\langle x_i, F_i\rangle = -k_i\|x_i\|^2$, and `harmonic_virial` states that the average of

$$\sum_i \left(m_i\|u_i(n+1)\|^2 - k_i\|x_i(n+1)\|^2\right)$$

tends to zero for a bounded orbit. After division by two, this is the balance between half-step kinetic energy and spring energy. The proof substitutes the force into the main theorem and simplifies the inner products.

Bounded orbits of this kind exist, and `leapfrog_witness` supplies a family on the real line. For an amplitude $A$ and an angle $\theta_i$ per step, it takes

$$x_i(n) = A\cos(n\theta_i), \qquad u_i(n) = \frac{A\left[\cos((n+1)\theta_i) - \cos(n\theta_i)\right]}{h}.$$

The drift equation holds by the definition of $u_i$. For the kick, the addition formulas for the cosine give

$$\cos((n+2)\theta_i) = 2\cos\theta_i\cos((n+1)\theta_i) - \cos(n\theta_i),$$

and hence

$$u_i(n+1) - u_i(n) = -\frac{2(1-\cos\theta_i)}{h}\,A\cos((n+1)\theta_i).$$

This equals $(h/m_i)F_i(n+1)$ for a spring of constant $k_i = 2m_i(1-\cos\theta_i)/h^2$. In Lean, `hc` is the cosine recurrence, and `field_simp` and `ring` finish the algebra. The positions are bounded by $|A|$ because a cosine is at most 1 in absolute value. The opening example has $A = h = m = 1$ and $\theta = \pi/2$, so that $k = 2$.

## A free particle violates the balance

Without the position bound the conclusion fails already for one free particle. Let it have unit mass and velocity 1 on a line, with $h > 0$ and no force. Its positions are $x(n) = nh$, which satisfy the leapfrog equations but leave every bounded region. Every term $W(n)$ equals 1, and so does every average. The telescoped identity still holds, but now $G(n) = (n+1)h$ grows linearly, and dividing by $N$ no longer removes it.

The theorem `free_flight_average` proves this for any finite set of particles with constant velocities $v_i$: the average over any positive number of steps is $\sum_i m_i\|v_i\|^2$. It also admits $h = 0$, where the particles stay at the origin while keeping their velocities. The positions are then bounded and the average is unchanged, so a zero time step must be excluded as well: bounded positions control the velocities only when $h \ne 0$.
